# Above the band crossing, the $k\cos\theta$-weighted Pauli spins of the two Rashba Fermi circles sum to $(0,2\pi ma)$

A two-dimensional electron gas with Rashba coupling and its Fermi level above the band crossing has two Fermi circles with opposite spin textures. If a field along $x$ displaces both circles by the same small momentum, the zero-temperature spin density changes in proportion to the angular integral of $k_s\cos\theta$ times the Pauli spin $(\langle\sigma_x\rangle,\langle\sigma_y\rangle)$, summed over the branches $s=\pm1$. With $\hbar=1$, effective mass $m$, Rashba coupling strength $a$ and

$$H=\frac{k^2}{2m}+a(\sigma_xk_y-\sigma_yk_x),$$

I get $(0,2\pi ma)$ for this sum, whatever the Fermi energy $E>0$. Can this be proved in Lean with the spin texture derived from $H$, and not put in by hand?

## Only the difference of the Fermi momenta survives

Yes, for $m,E>0$ and $a\ne0$. Write $(k_x,k_y)=k(\cos\theta,\sin\theta)$ and $u=\sin\theta+i\cos\theta$, so that $|u|=1$. For a spinor $(\psi_0,\psi_1)$ with energy $\varepsilon$, the eigenvalue equation reads

$$ak\,u\,\psi_1=\left(\varepsilon-\tfrac{k^2}{2m}\right)\psi_0,\qquad ak\,\bar u\,\psi_0=\left(\varepsilon-\tfrac{k^2}{2m}\right)\psi_1 .$$

The normalised spinor $(su,1)/\sqrt2$ solves it with $\varepsilon=k^2/2m+sak$. Conversely, for $ak\neq0$, any eigenvector with this energy has $\psi_0=su\psi_1$. Normalisation gives $|\psi_0|^2=|\psi_1|^2=\tfrac12$, hence

$$\langle\sigma_x\rangle=2\,\mathrm{Re}(\bar\psi_0\psi_1)=s\sin\theta,\qquad \langle\sigma_y\rangle=2\,\mathrm{Im}(\bar\psi_0\psi_1)=-s\cos\theta,$$

and $\langle\sigma_z\rangle=0$.

Setting the energy to $E$ and completing the square gives $(k+sma)^2=R^2$, with $R=\sqrt{m^2a^2+2mE}$. Since $R>|ma|$, the only positive root is $k_s=R-sma$. The radial velocity there is $k_s/m+sa=R/m$, the same on both branches.

One branch therefore contributes

$$\int_0^{2\pi}k_s\cos\theta\,(s\sin\theta,-s\cos\theta)\,d\theta=(0,-s\pi k_s),$$

and the $y$ components add up to $\pi(k_--k_+)=2\pi ma$.

## What `rashba_spin_moment` says

The Hamiltonian is a $2\times2$ complex matrix, and `spinExpect` is the expectation value of a Pauli matrix, without the factor $\tfrac12$ of the spin operator. `IsFermiFamily m a E s ψ` says that for every angle, `ψ θ` is a normalised eigenvector with energy $E$ at momentum $k_s$. `angularMoment` is the integral over one circle.

The theorem takes any such family for each branch and gives both components of the sum. The phase of the spinor may vary arbitrarily with $\theta$, even discontinuously, because the spin doesn't depend on it. The hypothesis $a\neq0$ removes the spin degeneracy that would leave the direction undetermined; $E>0$ places the Fermi level above the crossing at $k=0$, where each branch has one circle.

For a non-interacting, parabolic Rashba gas whose two circles are displaced by the same momentum, this is the angular factor in the current-induced spin polarisation known as the Edelstein effect. The common displacement is a simplifying assumption: scattering can displace the two circles by different amounts, and the sum then has different weights. The electric field, the scattering and the displacement are not modelled, so the theorem gives no response coefficient.

```lean
import Mathlib

open Matrix

namespace RashbaEdelstein

noncomputable section

/-- The Pauli matrix `σ_x`. -/
def pauliX : Matrix (Fin 2) (Fin 2) ℂ := !![0, 1; 1, 0]

/-- The Pauli matrix `σ_y`. -/
def pauliY : Matrix (Fin 2) (Fin 2) ℂ := !![0, -Complex.I; Complex.I, 0]

/-- The Pauli matrix `σ_z`. -/
def pauliZ : Matrix (Fin 2) (Fin 2) ℂ := !![1, 0; 0, -1]

/-- The Rashba Hamiltonian `k²/2m + a (σ_x k_y - σ_y k_x)` at momentum `(kx, ky)`, for `m ≠ 0`. -/
def hamiltonian (m a kx ky : ℝ) : Matrix (Fin 2) (Fin 2) ℂ :=
  (((kx ^ 2 + ky ^ 2) / (2 * m) : ℝ) : ℂ) • (1 : Matrix (Fin 2) (Fin 2) ℂ)
    + (a : ℂ) • ((ky : ℂ) • pauliX - (kx : ℂ) • pauliY)

/-- The energy `k²/2m + s a k` of branch `s` at momentum `k`, for `m ≠ 0`. -/
def dispersion (m a s k : ℝ) : ℝ := k ^ 2 / (2 * m) + s * a * k

/-- The expression `√(m²a² + 2mE) - s m a`, which is the Fermi momentum of branch `s` for `m, E > 0`
and `s = ±1`. -/
def fermiMomentum (m a E s : ℝ) : ℝ := √(m ^ 2 * a ^ 2 + 2 * m * E) - s * m * a

/-- The expectation value (real part of `⟨ψ, A ψ⟩`) of a spin observable `A` in the normalised
spinor `ψ`. -/
def spinExpect (A : Matrix (Fin 2) (Fin 2) ℂ) (ψ : Fin 2 → ℂ) : ℝ := (star ψ ⬝ᵥ A *ᵥ ψ).re

/-- The spinor `(s (sin θ + i cos θ), 1) / √2` of branch `s` at momentum direction `θ`. -/
def spinor (s θ : ℝ) : Fin 2 → ℂ :=
  ![(((√2)⁻¹ : ℝ) : ℂ) * ((s : ℂ) * ((Real.sin θ : ℂ) + Complex.I * (Real.cos θ : ℂ))),
    (((√2)⁻¹ : ℝ) : ℂ)]

/-- `ψ θ` is, for every direction `θ`, a normalised eigenstate of energy `E` at the Fermi
momentum of branch `s`. -/
def IsFermiFamily (m a E s : ℝ) (ψ : ℝ → Fin 2 → ℂ) : Prop :=
  ∀ θ : ℝ, Complex.normSq (ψ θ 0) + Complex.normSq (ψ θ 1) = 1 ∧
    hamiltonian m a (fermiMomentum m a E s * Real.cos θ) (fermiMomentum m a E s * Real.sin θ)
      *ᵥ ψ θ = (E : ℂ) • ψ θ

/-- The integral over the Fermi circle of branch `s` of `k_s cos θ` times the spin component `A`. -/
def angularMoment (m a E s : ℝ) (A : Matrix (Fin 2) (Fin 2) ℂ) (ψ : ℝ → Fin 2 → ℂ) : ℝ :=
  ∫ θ in (0 : ℝ)..(2 * Real.pi), fermiMomentum m a E s * Real.cos θ * spinExpect A (ψ θ)

/-- In polar momentum coordinates the eigenvalue equation is a pair of equations that couple
the two spin components. -/
theorem eigen_iff (m a k θ ε : ℝ) (ψ : Fin 2 → ℂ) :
    hamiltonian m a (k * Real.cos θ) (k * Real.sin θ) *ᵥ ψ = (ε : ℂ) • ψ ↔
      (a : ℂ) * k * ((Real.sin θ : ℂ) + Complex.I * (Real.cos θ : ℂ)) * ψ 1
        = ((ε - k ^ 2 / (2 * m) : ℝ) : ℂ) * ψ 0 ∧
      (a : ℂ) * k * ((Real.sin θ : ℂ) - Complex.I * (Real.cos θ : ℂ)) * ψ 0
        = ((ε - k ^ 2 / (2 * m) : ℝ) : ℂ) * ψ 1 := by
  have hk : (k * Real.cos θ) ^ 2 + (k * Real.sin θ) ^ 2 = k ^ 2 := by
    linear_combination k ^ 2 * Real.sin_sq_add_cos_sq θ
  have hH : hamiltonian m a (k * Real.cos θ) (k * Real.sin θ) =
      !![((k ^ 2 / (2 * m) : ℝ) : ℂ),
          (a : ℂ) * k * ((Real.sin θ : ℂ) + Complex.I * (Real.cos θ : ℂ));
        (a : ℂ) * k * ((Real.sin θ : ℂ) - Complex.I * (Real.cos θ : ℂ)),
          ((k ^ 2 / (2 * m) : ℝ) : ℂ)] := by
    unfold hamiltonian
    rw [hk]
    ext i j
    fin_cases i <;> fin_cases j <;> simp [pauliX, pauliY] <;> ring
  have key : ∀ (A : Matrix (Fin 2) (Fin 2) ℂ) (i : Fin 2),
      (A *ᵥ ψ) i = A i 0 * ψ 0 + A i 1 * ψ 1 := fun A i => by
    simp [Matrix.mulVec, dotProduct, Fin.sum_univ_two]
  have r0 := key (hamiltonian m a (k * Real.cos θ) (k * Real.sin θ)) 0
  have r1 := key (hamiltonian m a (k * Real.cos θ) (k * Real.sin θ)) 1
  rw [hH] at r0 r1 ⊢
  simp only [Matrix.of_apply, Matrix.cons_val_zero, Matrix.cons_val_one, Matrix.cons_val',
    Matrix.cons_val_fin_one] at r0 r1
  rw [funext_iff, Fin.forall_fin_two, r0, r1, Pi.smul_apply, Pi.smul_apply, smul_eq_mul,
    smul_eq_mul, Complex.ofReal_sub]
  constructor
  · rintro ⟨h0, h1⟩
    exact ⟨by linear_combination h0, by linear_combination h1⟩
  · rintro ⟨h0, h1⟩
    exact ⟨by linear_combination h0, by linear_combination h1⟩

/-- The phase factor `sin θ + i cos θ` has modulus one. -/
theorem phase_mul_conj (θ : ℝ) :
    ((Real.sin θ : ℂ) + Complex.I * (Real.cos θ : ℂ)) *
      ((Real.sin θ : ℂ) - Complex.I * (Real.cos θ : ℂ)) = 1 := by
  have h : (Real.sin θ : ℂ) ^ 2 + (Real.cos θ : ℂ) ^ 2 = 1 := by
    exact_mod_cast Real.sin_sq_add_cos_sq θ
  linear_combination h - (Real.cos θ : ℂ) ^ 2 * Complex.I_sq

/-- For `s = ±1` the explicit spinor is an eigenvector with the energy of branch `s`. -/
theorem spinor_eigen (m a k θ : ℝ) {s : ℝ} (hs : s ^ 2 = 1) :
    hamiltonian m a (k * Real.cos θ) (k * Real.sin θ) *ᵥ spinor s θ
      = (dispersion m a s k : ℂ) • spinor s θ := by
  have hd : dispersion m a s k - k ^ 2 / (2 * m) = s * a * k := by
    unfold dispersion; ring
  have hs' : (s : ℂ) ^ 2 = 1 := by exact_mod_cast hs
  have e0 : spinor s θ 0 = (((√2)⁻¹ : ℝ) : ℂ) *
      ((s : ℂ) * ((Real.sin θ : ℂ) + Complex.I * (Real.cos θ : ℂ))) := rfl
  have e1 : spinor s θ 1 = (((√2)⁻¹ : ℝ) : ℂ) := rfl
  rw [eigen_iff, hd, e0, e1, Complex.ofReal_mul, Complex.ofReal_mul]
  constructor
  · linear_combination (-(a : ℂ) * k * (((√2)⁻¹ : ℝ) : ℂ) *
      ((Real.sin θ : ℂ) + Complex.I * (Real.cos θ : ℂ))) * hs'
  · linear_combination ((a : ℂ) * k * (((√2)⁻¹ : ℝ) : ℂ) * s) * phase_mul_conj θ

/-- Every normalised eigenvector of branch `s = ±1` has spin `s (sin θ, -cos θ, 0)`, provided
the spin-orbit coupling and the momentum do not vanish. -/
theorem spin_of_eigenvector {m a k θ s : ℝ} (ha : a ≠ 0) (hk : k ≠ 0) (hs : s ^ 2 = 1)
    {ψ : Fin 2 → ℂ} (hn : Complex.normSq (ψ 0) + Complex.normSq (ψ 1) = 1)
    (h : hamiltonian m a (k * Real.cos θ) (k * Real.sin θ) *ᵥ ψ
      = (dispersion m a s k : ℂ) • ψ) :
    spinExpect pauliX ψ = s * Real.sin θ ∧ spinExpect pauliY ψ = -(s * Real.cos θ) ∧
      spinExpect pauliZ ψ = 0 := by
  have hd : dispersion m a s k - k ^ 2 / (2 * m) = s * a * k := by
    unfold dispersion; ring
  have hs' : (s : ℂ) ^ 2 = 1 := by exact_mod_cast hs
  have hak : (a : ℂ) * k ≠ 0 := by exact_mod_cast mul_ne_zero ha hk
  rw [eigen_iff, hd, Complex.ofReal_mul, Complex.ofReal_mul] at h
  -- the eigenvalue equation fixes the ratio of the two components
  have h0 : ψ 0 = (s : ℂ) * ((Real.sin θ : ℂ) + Complex.I * (Real.cos θ : ℂ)) * ψ 1 := by
    apply mul_left_cancel₀ hak
    linear_combination (-(s : ℂ)) * h.1 - (a : ℂ) * k * ψ 0 * hs'
  have hx := congrArg Complex.re h0
  have hy := congrArg Complex.im h0
  simp only [Complex.mul_re, Complex.mul_im, Complex.add_re, Complex.add_im, Complex.ofReal_re,
    Complex.ofReal_im, Complex.I_re, Complex.I_im] at hx hy
  ring_nf at hx hy
  rw [Complex.normSq_apply, Complex.normSq_apply] at hn
  have ht := Real.sin_sq_add_cos_sq θ
  -- hence both components carry weight one half
  have hw : (ψ 0).re ^ 2 + (ψ 0).im ^ 2 = (ψ 1).re ^ 2 + (ψ 1).im ^ 2 := by
    rw [hx, hy]
    linear_combination ((ψ 1).re ^ 2 + (ψ 1).im ^ 2) * (s ^ 2 * ht + hs)
  have hhalf : 2 * ((ψ 1).re ^ 2 + (ψ 1).im ^ 2) = 1 := by linear_combination hn - hw
  have eX : spinExpect pauliX ψ = 2 * ((ψ 0).re * (ψ 1).re + (ψ 0).im * (ψ 1).im) := by
    simp [spinExpect, pauliX, Matrix.mulVec, dotProduct, Fin.sum_univ_two]
    ring
  have eY : spinExpect pauliY ψ = 2 * ((ψ 0).re * (ψ 1).im - (ψ 0).im * (ψ 1).re) := by
    simp [spinExpect, pauliY, Matrix.mulVec, dotProduct, Fin.sum_univ_two]
    ring
  have eZ : spinExpect pauliZ ψ =
      (ψ 0).re ^ 2 + (ψ 0).im ^ 2 - ((ψ 1).re ^ 2 + (ψ 1).im ^ 2) := by
    simp [spinExpect, pauliZ, Matrix.mulVec, dotProduct, Fin.sum_univ_two]
    ring
  refine ⟨?_, ?_, by rw [eZ, hw, sub_self]⟩
  · rw [eX, hx, hy]
    linear_combination s * Real.sin θ * hhalf
  · rw [eY, hx, hy]
    linear_combination (-(s * Real.cos θ)) * hhalf

/-- For `m, E > 0` and `s = ±1`, the Fermi momentum is the one positive momentum at which
branch `s` has energy `E`. -/
theorem fermiMomentum_iff {m E s : ℝ} (a k : ℝ) (hm : 0 < m) (hE : 0 < E) (hs : s ^ 2 = 1) :
    (0 < k ∧ dispersion m a s k = E) ↔ k = fermiMomentum m a E s := by
  have hmE : 0 < m * E := mul_pos hm hE
  have hR : √(m ^ 2 * a ^ 2 + 2 * m * E) ^ 2 = m ^ 2 * a ^ 2 + 2 * m * E :=
    Real.sq_sqrt (by nlinarith [sq_nonneg (m * a)])
  have hlt : (s * m * a) ^ 2 < √(m ^ 2 * a ^ 2 + 2 * m * E) ^ 2 := by
    have : (s * m * a) ^ 2 = m ^ 2 * a ^ 2 := by linear_combination m ^ 2 * a ^ 2 * hs
    rw [hR, this]; linarith
  obtain ⟨h1, h2⟩ := abs_lt_of_sq_lt_sq' hlt (Real.sqrt_nonneg _)
  unfold dispersion fermiMomentum
  constructor
  · rintro ⟨hk, h⟩
    have e : k ^ 2 = 2 * m * (k ^ 2 / (2 * m)) := by field_simp
    have hq : k ^ 2 + 2 * m * s * a * k = 2 * m * E := by linear_combination e + 2 * m * h
    have hf : (k + s * m * a - √(m ^ 2 * a ^ 2 + 2 * m * E)) *
        (k + s * m * a + √(m ^ 2 * a ^ 2 + 2 * m * E)) = 0 := by
      linear_combination hq - hR + m ^ 2 * a ^ 2 * hs
    rcases mul_eq_zero.mp hf with h' | h' <;> linarith
  · rintro rfl
    refine ⟨by linarith, ?_⟩
    rw [← eq_sub_iff_add_eq, div_eq_iff (by positivity)]
    linear_combination hR - m ^ 2 * a ^ 2 * hs

/-- For `m ≠ 0`, the derivative of the dispersion at `fermiMomentum m a E s` is `√(m²a² + 2mE) / m`,
whatever `s`. For `m, E > 0` and `s = ±1` this is the radial group velocity on the Fermi circle of
branch `s`. -/
theorem fermi_velocity {m : ℝ} (a E s : ℝ) (hm : m ≠ 0) :
    HasDerivAt (dispersion m a s) (√(m ^ 2 * a ^ 2 + 2 * m * E) / m)
      (fermiMomentum m a E s) := by
  have h := ((hasDerivAt_pow 2 (fermiMomentum m a E s)).div_const (2 * m)).fun_add
    ((hasDerivAt_id' (fermiMomentum m a E s)).const_mul (s * a))
  have hm' : m * m⁻¹ = 1 := mul_inv_cancel₀ hm
  refine HasDerivAt.congr_deriv h ?_
  simp only [fermiMomentum, Nat.cast_ofNat, Nat.reduceSub, pow_one]
  linear_combination (-(s * a)) * hm'

/-- For `m, E > 0` and `s = ±1` the explicit spinors form a family of Fermi states. -/
theorem spinor_witness {m E s : ℝ} (a : ℝ) (hm : 0 < m) (hE : 0 < E) (hs : s ^ 2 = 1) :
    IsFermiFamily m a E s (spinor s) := by
  intro θ
  constructor
  · have e0 : spinor s θ 0 = (((√2)⁻¹ : ℝ) : ℂ) *
        ((s : ℂ) * ((Real.sin θ : ℂ) + Complex.I * (Real.cos θ : ℂ))) := rfl
    have e1 : spinor s θ 1 = (((√2)⁻¹ : ℝ) : ℂ) := rfl
    have hu : ∀ x y : ℝ, Complex.normSq ((x : ℂ) + Complex.I * (y : ℂ)) = x ^ 2 + y ^ 2 := by
      intro x y
      simp [Complex.normSq_apply, pow_two]
    have hr : (√2)⁻¹ * (√2)⁻¹ = (1 / 2 : ℝ) := by
      rw [← mul_inv, Real.mul_self_sqrt (by norm_num)]; norm_num
    rw [e0, e1, Complex.normSq_mul, Complex.normSq_mul, hu, Complex.normSq_ofReal,
      Complex.normSq_ofReal, hr, Real.sin_sq_add_cos_sq]
    linear_combination (1 / 2 : ℝ) * hs
  · have h := spinor_eigen m a (fermiMomentum m a E s) θ hs
    rwa [((fermiMomentum_iff a _ hm hE hs).mpr rfl).2] at h

/-- For `m, E > 0`, `a ≠ 0` and `s = ±1`, the Fermi circle of branch `s` contributes
`(0, -s π k_s)` to the in-plane spin moment. -/
theorem branch_moment {m a E s : ℝ} (hm : 0 < m) (hE : 0 < E) (ha : a ≠ 0) (hs : s ^ 2 = 1)
    {ψ : ℝ → Fin 2 → ℂ} (hψ : IsFermiFamily m a E s ψ) :
    angularMoment m a E s pauliX ψ = 0 ∧
      angularMoment m a E s pauliY ψ = -(s * Real.pi * fermiMomentum m a E s) := by
  obtain ⟨hk, hd⟩ := (fermiMomentum_iff a _ hm hE hs).mpr rfl
  have spin := fun θ => spin_of_eigenvector (m := m) (θ := θ) ha hk.ne' hs (hψ θ).1
    (by rw [hd]; exact (hψ θ).2)
  unfold angularMoment
  constructor
  · have e : (fun θ => fermiMomentum m a E s * Real.cos θ * spinExpect pauliX (ψ θ)) =
        fun θ => (fermiMomentum m a E s * s) * (Real.sin θ * Real.cos θ) := by
      funext θ; rw [(spin θ).1]; ring
    rw [e, intervalIntegral.integral_const_mul, integral_sin_mul_cos₁, Real.sin_two_pi,
      Real.sin_zero]
    ring
  · have e : (fun θ => fermiMomentum m a E s * Real.cos θ * spinExpect pauliY (ψ θ)) =
        fun θ => (-(fermiMomentum m a E s * s)) * Real.cos θ ^ 2 := by
      funext θ; rw [(spin θ).2.1]; ring
    rw [e, intervalIntegral.integral_const_mul, integral_cos_sq, Real.sin_two_pi, Real.sin_zero]
    ring

/-- For `m, E > 0` and `a ≠ 0`, the integrals of `k_s cos θ` times the in-plane spin, summed
over the two Rashba Fermi circles, give `(0, 2π m a)`. -/
theorem rashba_spin_moment {m a E : ℝ} (hm : 0 < m) (hE : 0 < E) (ha : a ≠ 0)
    {ψp ψm : ℝ → Fin 2 → ℂ} (hp : IsFermiFamily m a E 1 ψp) (hq : IsFermiFamily m a E (-1) ψm) :
    angularMoment m a E 1 pauliX ψp + angularMoment m a E (-1) pauliX ψm = 0 ∧
      angularMoment m a E 1 pauliY ψp + angularMoment m a E (-1) pauliY ψm
        = 2 * Real.pi * m * a := by
  obtain ⟨px, py⟩ := branch_moment hm hE ha (by norm_num) hp
  obtain ⟨qx, qy⟩ := branch_moment hm hE ha (by norm_num) hq
  refine ⟨by rw [px, qx, add_zero], ?_⟩
  -- only the difference of the two Fermi momenta survives
  rw [py, qy]
  unfold fermiMomentum
  ring

end

end RashbaEdelstein
```

```lean
#print axioms RashbaEdelstein.fermi_velocity
#print axioms RashbaEdelstein.rashba_spin_moment
```

```
'RashbaEdelstein.fermi_velocity' depends on axioms: [propext, Classical.choice, Quot.sound]
'RashbaEdelstein.rashba_spin_moment' depends on axioms: [propext, Classical.choice, Quot.sound]
```

## From the eigenvalue equation to the integral

`eigen_iff` writes the matrix in polar coordinates and reads off the two scalar equations. With `phase_mul_conj`, which is $u\bar u=1$, `spinor_eigen` checks the explicit spinor.

`spin_of_eigenvector` cancels $ak$ to obtain $\psi_0=su\psi_1$, then splits this into real and imaginary parts. The step `hw` shows that the two components have equal weight, and `hhalf` fixes that weight by normalisation. The expectation values of $\sigma_x$ and $\sigma_y$ then follow by `linear_combination`, and that of $\sigma_z$ vanishes because it is the difference of the two weights.

`fermiMomentum_iff` factorises the quadratic as $(k+sma-R)(k+sma+R)=0$ and excludes the second factor by sign. `fermi_velocity` differentiates the dispersion; the equal speeds are a separate result that the moment doesn't use. `spinor_witness` shows that the explicit spinors satisfy `IsFermiFamily`, so the main theorem applies to actual states.

`branch_moment` inserts the derived spin into the integrand at every angle and evaluates the integrals of $\sin\theta\cos\theta$ and $\cos^2\theta$. Finally, `rashba_spin_moment` applies it with $s=1$ and $s=-1$; after the Fermi momenta are unfolded, `ring` cancels the square roots and leaves $2\pi ma$.
